# Oettli–Prager criterion: a vector solves a real linear system within entrywise tolerances exactly when every residual fits its error budget

A spring has stiffness $2.0 \pm 0.1$ N/m and carries a load of $1.00 \pm 0.05$ N. My program returns a displacement of $0.55$ m. That needs a force of $1.10$ N, so the residual has size $0.10$ N, twice the uncertainty of the load. Is the answer wrong, or could it be exact for some stiffness and load inside the error bars? With one spring I can try values. With many coupled equations and a separate error bar on every coefficient, how do I decide without searching through all the matrices?

## One spring: both error bars share the residual

The displacement is acceptable. An error of $0.1$ N/m in the stiffness changes the force by up to $0.1 \times 0.55 = 0.055$ N, and the load may shift by $0.05$ N. Together they can absorb $0.105$ N, and the residual is $0.10$ N in size. Use the fraction $0.10/0.105 = 20/21$ of each error bar: lower the stiffness to $40/21$ N/m and raise the load to $22/21$ N. Then $(40/21)\times 0.55 = 22/21$ exactly.

For a system, the same comparison is made once per equation, and no search is needed.

## From one spring to many equations

Let $A$ be a real matrix, $b$ the right-hand side and $y$ the candidate. The tolerances $T_{ij} \ge 0$ and $t_i \ge 0$ are the error bars on $A_{ij}$ and $b_i$, read as hard limits and not as standard deviations. We ask for perturbations with $|F_{ij}| \le T_{ij}$, $|g_i| \le t_i$ and $(A+F)y = b+g$. Write

$$r_i = b_i - \sum_j A_{ij}y_j, \qquad B_i = \sum_j T_{ij}|y_j| + t_i$$

for the residual and the error budget. Rearranging the perturbed equation gives

$$r_i = \sum_j F_{ij}y_j - g_i .$$

If such perturbations exist, the triangle inequality gives

$$|r_i| \le \sum_j |F_{ij}||y_j| + |g_i| \le B_i .$$

Conversely, suppose $|r_i| \le B_i$ for every $i$. If $B_i > 0$, put $\theta_i = r_i/B_i$. If $B_i = 0$, then $r_i = 0$, and we put $\theta_i = 0$. In both cases $|\theta_i| \le 1$ and $r_i = \theta_i B_i$. Let $s_j = 1$ for $y_j \ge 0$ and $s_j = -1$ otherwise, so that $s_j y_j = |y_j|$. Choose

$$F_{ij} = \theta_i T_{ij} s_j, \qquad g_i = -\theta_i t_i .$$

Both stay within tolerance, and

$$\sum_j F_{ij}y_j - g_i = \theta_i\Big(\sum_j T_{ij}|y_j| + t_i\Big) = \theta_i B_i = r_i .$$

Now multiply all tolerances by a common factor $\omega \ge 0$. Each budget becomes $\omega B_i$, so the condition is $|r_i| \le \omega B_i$. For finitely many equations, at least one, with all $B_i > 0$, the smallest admissible factor is $\max_i |r_i|/B_i$, the componentwise backward error. For the spring it is $20/21$.

The acceptable candidates can form a set with a gap. Take $ax = 1$ with $a$ anywhere in $[-1,1]$, that is, $A = 0$, $T = 1$, $b = 1$, $t = 0$. The criterion reads $1 \le |x|$. It admits $1$ and $-1$ but not their midpoint $0$.

## What the Lean statements say

`SolvesNearby A b T t y` says that admissible `F` and `g` exist; many texts call them $\Delta A$ and $\Delta b$. `residual` is $r$, `budget` is $B$, and `*ᵥ` is the matrix–vector product. `orientation` is the sign $s_j$, with value 1 at zero, where the usual sign function gives 0.

`oettli_prager` states the equivalence under `hT` and `ht`, which say that the tolerances are nonnegative, as error bars are. The columns are indexed by a finite type `n` and the rows by any type `m`, so $A$ need be neither square nor invertible.

`backwardError_isLeast` says that `backwardError` belongs to the set of admissible factors $\omega \ge 0$ and is its least element. It takes finitely many rows, at least one, and positive budgets (`hpos`). Lean sets division by zero to 0, so without `hpos` a row with zero budget and nonzero residual would pass unnoticed.

The step left to the user is the claim that the entries of the data vary independently. In a spring network the matrix is symmetric and one stiffness enters several entries, while the $F$ constructed above is generally not symmetric. For such linked data the inequality remains necessary, but it may no longer suffice.

In simulation practice, the criterion can test a computed solution of a finite real linear-response system against uncertainties in its coefficients, provided that the matrix and right-hand side do not depend on the solution. Such matrices are often symmetric. A failed test then still shows that no data within the tolerances have $y$ as an exact solution, but a passed test does not guarantee that symmetric data within the tolerances do. Acceptance does not mean that $y$ is close to the solution for the nominal data: an ill-conditioned system can accept widely separated candidates.

```lean
import Mathlib

open Matrix

namespace OettliPrager

noncomputable section

variable {m n : Type*} [Fintype n]

/-- The residual `b - A y` of a candidate solution `y`. -/
def residual (A : Matrix m n ℝ) (b : m → ℝ) (y : n → ℝ) : m → ℝ :=
  b - A *ᵥ y

/-- The error budget `T |y| + t` of each equation, for matrix tolerances `T` and
right-hand-side tolerances `t`. -/
def budget (T : Matrix m n ℝ) (t : m → ℝ) (y : n → ℝ) : m → ℝ :=
  T *ᵥ (fun j => |y j|) + t

/-- The vector `y` solves exactly some system `(A + F) y = b + g` whose data differ from
`A` and `b` by at most `T` and `t` in every entry. -/
def SolvesNearby (A : Matrix m n ℝ) (b : m → ℝ) (T : Matrix m n ℝ) (t : m → ℝ)
    (y : n → ℝ) : Prop :=
  ∃ (F : Matrix m n ℝ) (g : m → ℝ),
    (∀ i j, |F i j| ≤ T i j) ∧ (∀ i, |g i| ≤ t i) ∧ (A + F) *ᵥ y = b + g

/-- The orientation of a real number: `1` if it is nonnegative and `-1` otherwise. -/
def orientation (x : ℝ) : ℝ := if 0 ≤ x then 1 else -1

/-- The matrix perturbation that uses the signed fraction `θ i` of the tolerances in row `i`,
with signs aligned to those of `y`. -/
def alignedPerturbation (θ : m → ℝ) (T : Matrix m n ℝ) (y : n → ℝ) : Matrix m n ℝ :=
  Matrix.of fun i j => θ i * T i j * orientation (y j)

/-- A candidate solves the perturbed system exactly when the perturbations account for
its residual: `b - A y = F y - g`. -/
theorem perturbed_iff_residual {A F : Matrix m n ℝ} {b g : m → ℝ} {y : n → ℝ} :
    (A + F) *ᵥ y = b + g ↔ residual A b y = F *ᵥ y - g := by
  rw [Matrix.add_mulVec]
  unfold residual
  constructor <;> intro h <;> funext i <;> have hi := congrFun h i <;>
    simp only [Pi.add_apply, Pi.sub_apply] at hi ⊢ <;> linarith

/-- If `y` solves a system within the tolerances, no component of its residual exceeds
the error budget. -/
theorem abs_residual_le_budget {A T : Matrix m n ℝ} {b t : m → ℝ} {y : n → ℝ}
    (h : SolvesNearby A b T t y) (i : m) : |residual A b y i| ≤ budget T t y i := by
  obtain ⟨F, g, hF, hg, hy⟩ := h
  -- the matrix perturbation contributes at most `T |y|`
  have h1 : |(F *ᵥ y) i| ≤ (T *ᵥ (fun j => |y j|)) i := by
    simp only [Matrix.mulVec, dotProduct]
    calc |∑ j, F i j * y j| ≤ ∑ j, |F i j * y j| := Finset.abs_sum_le_sum_abs _ _
      _ ≤ ∑ j, T i j * |y j| := Finset.sum_le_sum fun j _ => by
          rw [abs_mul]
          exact mul_le_mul_of_nonneg_right (hF i j) (abs_nonneg _)
  have h2 := abs_le.mp (hg i)
  have h3 := abs_le.mp h1
  rw [perturbed_iff_residual.mp hy]
  simp only [budget, Pi.sub_apply, Pi.add_apply]
  exact abs_le.mpr ⟨by linarith [h2.2, h3.1], by linarith [h2.1, h3.2]⟩

/-- The aligned matrix perturbation, together with the right-hand-side perturbation
`-θ t`, produces the fraction `θ i` of the error budget in each equation `i`. -/
theorem aligned_residual (θ : m → ℝ) (T : Matrix m n ℝ) (t : m → ℝ) (y : n → ℝ) :
    alignedPerturbation θ T y *ᵥ y - (fun i => -(θ i * t i)) =
      fun i => θ i * budget T t y i := by
  have hs : ∀ x : ℝ, |x| = orientation x * x := by
    intro x
    unfold orientation
    split_ifs with hx
    · rw [abs_of_nonneg hx, one_mul]
    · rw [abs_of_neg (not_le.mp hx), neg_one_mul]
  funext i
  simp only [alignedPerturbation, budget, Matrix.mulVec, dotProduct, Matrix.of_apply,
    Pi.sub_apply, Pi.add_apply, mul_add, Finset.mul_sum, sub_neg_eq_add]
  congr 1
  refine Finset.sum_congr rfl fun j _ => ?_
  rw [hs (y j)]
  ring

/-- **Oettli-Prager criterion.** For nonnegative tolerances, `y` solves exactly some system
within the tolerances if and only if `|b - A y| ≤ T |y| + t` in every component. -/
theorem oettli_prager {A T : Matrix m n ℝ} {b t : m → ℝ} {y : n → ℝ}
    (hT : ∀ i j, 0 ≤ T i j) (ht : ∀ i, 0 ≤ t i) :
    SolvesNearby A b T t y ↔ ∀ i, |residual A b y i| ≤ budget T t y i := by
  refine ⟨abs_residual_le_budget, fun h => ?_⟩
  -- each residual component is a fraction of its budget
  have hθ : ∀ i, ∃ θ : ℝ, |θ| ≤ 1 ∧ residual A b y i = θ * budget T t y i := by
    intro i
    rcases (le_trans (abs_nonneg _) (h i)).eq_or_lt with h0 | hpos
    · have hi := h i
      rw [← h0] at hi
      exact ⟨0, by norm_num, by rw [zero_mul]; exact abs_nonpos_iff.mp hi⟩
    · refine ⟨residual A b y i / budget T t y i, ?_, (div_mul_cancel₀ _ hpos.ne').symm⟩
      rw [abs_div, abs_of_pos hpos]
      exact (div_le_one hpos).mpr (h i)
  choose θ hθ1 hθ2 using hθ
  have ho : ∀ x : ℝ, |orientation x| = 1 := by
    intro x
    unfold orientation
    split_ifs <;> norm_num
  -- spend that fraction of every tolerance, with aligned signs
  refine ⟨alignedPerturbation θ T y, fun i => -(θ i * t i), fun i j => ?_, fun i => ?_, ?_⟩
  · simp only [alignedPerturbation, Matrix.of_apply]
    rw [abs_mul, ho, mul_one, abs_mul, abs_of_nonneg (hT i j)]
    exact mul_le_of_le_one_left (hT i j) (hθ1 i)
  · rw [abs_neg, abs_mul, abs_of_nonneg (ht i)]
    exact mul_le_of_le_one_left (ht i) (hθ1 i)
  · rw [perturbed_iff_residual, aligned_residual]
    exact funext hθ2

/-- When nonnegative tolerances are all scaled by a common factor `ω ≥ 0`, the criterion
reads `|b - A y| ≤ ω (T |y| + t)` in every component. -/
theorem solvesNearby_scaled {A T : Matrix m n ℝ} {b t : m → ℝ} {y : n → ℝ} {ω : ℝ}
    (hT : ∀ i j, 0 ≤ T i j) (ht : ∀ i, 0 ≤ t i) (hω : 0 ≤ ω) :
    SolvesNearby A b (ω • T) (ω • t) y ↔
      ∀ i, |residual A b y i| ≤ ω * budget T t y i := by
  have hb : ∀ i, budget (ω • T) (ω • t) y i = ω * budget T t y i := by
    intro i
    simp only [budget, Matrix.mulVec, dotProduct, Pi.add_apply, Pi.smul_apply,
      Matrix.smul_apply, smul_eq_mul, mul_add, Finset.mul_sum, mul_assoc]
  have hT' : ∀ i j, 0 ≤ (ω • T) i j := fun i j => mul_nonneg hω (hT i j)
  have ht' : ∀ i, 0 ≤ (ω • t) i := fun i => mul_nonneg hω (ht i)
  rw [oettli_prager hT' ht']
  simp only [hb]

/-- The componentwise backward error: the largest ratio of residual to error budget over
all equations, meant for budgets that are positive in every component. -/
def backwardError [Fintype m] [Nonempty m] (A : Matrix m n ℝ) (b : m → ℝ)
    (T : Matrix m n ℝ) (t : m → ℝ) (y : n → ℝ) : ℝ :=
  Finset.univ.sup' Finset.univ_nonempty fun i => |residual A b y i| / budget T t y i

/-- For nonnegative tolerances and positive error budgets, the componentwise backward error
is the smallest factor `ω ≥ 0` such that `y` solves a system within the tolerances
`ω T` and `ω t`. -/
theorem backwardError_isLeast [Fintype m] [Nonempty m] {A T : Matrix m n ℝ}
    {b t : m → ℝ} {y : n → ℝ} (hT : ∀ i j, 0 ≤ T i j) (ht : ∀ i, 0 ≤ t i)
    (hpos : ∀ i, 0 < budget T t y i) :
    IsLeast {ω : ℝ | 0 ≤ ω ∧ SolvesNearby A b (ω • T) (ω • t) y}
      (backwardError A b T t y) := by
  have hle : ∀ i, |residual A b y i| / budget T t y i ≤ backwardError A b T t y :=
    fun i => Finset.le_sup' (fun i => |residual A b y i| / budget T t y i)
      (Finset.mem_univ i)
  have h0 : 0 ≤ backwardError A b T t y :=
    (div_nonneg (abs_nonneg _) (hpos (Classical.arbitrary m)).le).trans (hle _)
  constructor
  · exact ⟨h0, (solvesNearby_scaled hT ht h0).mpr
      fun i => (div_le_iff₀ (hpos i)).mp (hle i)⟩
  · rintro ω ⟨hω, hs⟩
    exact Finset.sup'_le _ _ fun i _ =>
      (div_le_iff₀ (hpos i)).mpr ((solvesNearby_scaled hT ht hω).mp hs i)

/-- For the scalar equation `a x = 1` with `a` known only to lie in `[-1, 1]`, the possible
solutions are those with `|x| ≥ 1`, and they do not form a convex set. -/
theorem solutions_not_convex :
    {y : Fin 1 → ℝ | SolvesNearby 0 (fun _ : Fin 1 => 1) (Matrix.of fun _ _ => 1)
      (fun _ => 0) y} = {y | 1 ≤ |y 0|} ∧
    ¬ Convex ℝ {y : Fin 1 → ℝ | 1 ≤ |y 0|} := by
  constructor
  · ext y
    rw [Set.mem_ofPred_eq, Set.mem_ofPred_eq,
      oettli_prager (fun _ _ => by simp) (fun _ => le_refl _)]
    simp [residual, budget, Matrix.mulVec, dotProduct]
  · intro h
    have h1 : (fun _ => 1 : Fin 1 → ℝ) ∈ {y : Fin 1 → ℝ | 1 ≤ |y 0|} := by simp
    have h2 : (fun _ => -1 : Fin 1 → ℝ) ∈ {y : Fin 1 → ℝ | 1 ≤ |y 0|} := by simp
    -- the midpoint of the solutions 1 and -1 is 0, which is no solution
    have h3 := h h1 h2 (by norm_num : (0 : ℝ) ≤ 1 / 2) (by norm_num : (0 : ℝ) ≤ 1 / 2)
      (by norm_num)
    simp only [Set.mem_ofPred_eq, Pi.add_apply, Pi.smul_apply, smul_eq_mul] at h3
    norm_num at h3

end

end OettliPrager
```

```lean
#print axioms OettliPrager.oettli_prager
-- 'OettliPrager.oettli_prager' depends on axioms: [propext, Classical.choice, Quot.sound]
#print axioms OettliPrager.backwardError_isLeast
-- 'OettliPrager.backwardError_isLeast' depends on axioms: [propext, Classical.choice, Quot.sound]
#print axioms OettliPrager.solutions_not_convex
-- 'OettliPrager.solutions_not_convex' depends on axioms: [propext, Classical.choice, Quot.sound]
```

## How the lemmas carry the argument

`perturbed_iff_residual` is the rearrangement: `Matrix.add_mulVec` splits $(A+F)y$, and `linarith` moves the terms in each component.

`abs_residual_le_budget` is the necessity half. Its `calc` block bounds $|\sum_j F_{ij}y_j|$ by the triangle inequality and then entry by entry; `linarith` adds the bound on $g_i$.

`aligned_residual` computes what the chosen perturbations produce. The local fact `hs` is $|x| = s\,x$, and the sums then agree term by term.

In `oettli_prager`, the case split `eq_or_lt` separates zero from positive budgets, and `choose` collects the fractions into a function `θ`. Three goals remain: the bound on `F`, the bound on `g`, and the perturbed equation, which follows from the two lemmas on the residual.

`solvesNearby_scaled` takes $\omega$ out of the budget and applies the criterion. In `backwardError_isLeast`, `Finset.le_sup'` shows that the largest ratio is admissible, and `Finset.sup'_le` shows that no admissible factor is smaller. `solutions_not_convex` gets its set from the criterion and refutes convexity with weights $1/2$ on the solutions $1$ and $-1$.
